# The generalized Fock matrix from one- and two-particle density matrices, and the energy from its trace

In a multiconfigurational self-consistent-field calculation, once the density matrices of the current wavefunction are known, the program contracts them with the one- and two-electron integrals to form a generalized Fock matrix. The anti-Hermitian part of this matrix gives the first-order change of the energy under orbital rotations. The trace of the full matrix, together with the one-body energy, gives the electronic energy. The first of these uses rests on an identity that equates the contracted matrix with expectation values of commutators with the Hamiltonian. The identity and the energy formula are proved here for a finite set of orthonormal spin orbitals and a Hamiltonian with at most pair interactions.

## Contracting the commutator by hand

Let \(a_p\) annihilate a fermion in spin orbital \(p\), and let \(a_p^*\) be its adjoint, the creator. They obey

\[
a_i a_j + a_j a_i = 0, \qquad a_i a_j^* + a_j^* a_i = \delta_{ij}.
\]

The Hamiltonian is

\[
H = \sum_{ik} h(i,k)\, a_i^* a_k + \tfrac12 W, \qquad
W = \sum_{ijkl} V(ij,kl)\, a_i^* a_j^* a_l a_k ,
\]

with \(V(ij,kl) = V(ji,lk)\). This symmetry says that relabelling the two interacting particles changes nothing. Let \(w\) be a linear functional on operators, for instance the expectation value in a state, and define

\[
g(i,k) = w(a_i^* a_k), \qquad D(ij,kl) = w(a_i^* a_j^* a_l a_k), \qquad F(p,q) = w(a_p^*[a_q,H]).
\]

The two identities to be shown are

\[
F(p,q) = \sum_k h(q,k)\, g(p,k) + \sum_{jkl} V(qj,kl)\, D(pj,kl),
\]
\[
w(H) = \tfrac12\Big(\operatorname{tr} F + \sum_{ik} h(i,k)\, g(i,k)\Big).
\]

Start with a one-body string. Moving \(a_q\) to the right gives

\[
a_q a_i^* a_k = \delta_{qi} a_k - a_i^* a_q a_k = \delta_{qi} a_k + a_i^* a_k a_q ,
\]

so \([a_q, a_i^* a_k] = \delta_{qi} a_k\). In a two-body string \(a_q\) passes two creators and then two annihilators:

\[
a_q a_i^* a_j^* a_l a_k = \delta_{qi}\, a_j^* a_l a_k - \delta_{qj}\, a_i^* a_l a_k + a_i^* a_j^* a_q a_l a_k .
\]

The last two exchanges each give a minus sign, so the final term is \(a_i^* a_j^* a_l a_k a_q\). It cancels in the commutator. Summing over the interaction,

\[
[a_q, W] = \sum_{jkl} V(qj,kl)\, a_j^* a_l a_k - \sum_{ikl} V(iq,kl)\, a_i^* a_l a_k .
\]

In the second sum, use \(V(iq,kl) = V(qi,lk)\) and \(a_l a_k = -a_k a_l\), then exchange the names \(k\) and \(l\):

\[
\sum_{ikl} V(iq,kl)\, a_i^* a_l a_k = -\sum_{ikl} V(qi,lk)\, a_i^* a_k a_l = -\sum_{ikl} V(qi,kl)\, a_i^* a_l a_k .
\]

The two contributions are therefore equal, and their sum cancels the factor \(\tfrac12\):

\[
[a_q, H] = \sum_k h(q,k)\, a_k + \sum_{jkl} V(qj,kl)\, a_j^* a_l a_k .
\]

Multiplying by \(a_p^*\) from the left and applying \(w\) gives the formula for \(F\).

For the energy, write \(E_1 = \sum h(i,k) g(i,k)\) and \(E_2 = \sum V(ij,kl) D(ij,kl)\). Setting \(q = p\) and summing gives \(\operatorname{tr} F = E_1 + E_2\), while \(w(H) = E_1 + \tfrac12 E_2\). Hence \(w(H) = \tfrac12(\operatorname{tr} F + E_1)\).

## Two occupied orbitals in numbers

Take orbitals 0 and 1, both occupied, with \(h(0,0) = -2\), \(h(1,1) = -1\) and \(V(01,01) = V(10,10) = \tfrac12\). All other coefficients vanish, so the interaction adds \(\tfrac12\) when both orbitals are filled. Here \(g\) is the identity matrix and \(D(01,01) = D(10,10) = 1\). The formula gives

\[
F(0,0) = -2 + \tfrac12 = -\tfrac32, \qquad F(1,1) = -1 + \tfrac12 = -\tfrac12,
\]

with zero off-diagonal entries. The energy is \(\tfrac12(-2 - 3) = -\tfrac52\), which agrees with the direct sum \(-2 - 1 + \tfrac12\).

Now break the exchange symmetry by setting \(V(01,01) = 1\) and \(V(10,10) = 0\). The operator \(H\) is the same as before, and so is \(F\), but the right-hand side of the contraction formula becomes \(-1\) for both diagonal entries. The formula for \(F\) fails. The energy formula survives in this example, because it contains \(V\) only through \(H\).

## Operators and density matrices in Lean

The operators live in an arbitrary complex algebra `A` with a star operation, and `ι` labels the spin orbitals.

```lean
import Mathlib

open Matrix

namespace GeneralizedFockMatrix

noncomputable section

variable {ι A : Type*} [Ring A] [StarRing A] [Algebra ℂ A]
```

The structure `IsCAR` holds the two anticommutation relations, with `star (a j)` for \(a_j^*\) and the `if` expression for \(\delta_{ij}\). The relations between two creators follow from `anti` by taking the star, so they are not listed.

```lean
/-- The canonical anticommutation relations for annihilators `a i`, whose
adjoints `star (a i)` are the creators. -/
structure IsCAR [DecidableEq ι] (a : ι → A) : Prop where
  anti : ∀ i j, a i * a j + a j * a i = 0
  mixed : ∀ i j, a i * star (a j) + star (a j) * a i = if i = j then 1 else 0
```

The functional `w : A →ₗ[ℂ] ℂ` is only required to be linear. It can be an expectation value, an ensemble average or a transition element \(x \mapsto \langle\Phi|x|\Psi\rangle\), in which case the matrices are transition density matrices. If an expectation functional has \(w(1) \neq 1\), as for an unnormalised state vector, the physical energy is \(w(H)/w(1)\), and the density matrices are rescaled in the same way.

```lean
/-- The one-matrix `g(i,k) = w(a_i* a_k)`. -/
def oneMatrix (w : A →ₗ[ℂ] ℂ) (a : ι → A) (i k : ι) : ℂ :=
  w (star (a i) * a k)
```

The two-matrix has no prefactor. For a normalised state of \(N\) particles, \(\sum_{ij} D(ij,ij) = N(N-1)\), so data stored with a factor \(\tfrac12\) must be doubled before they are used here.

```lean
/-- The two-matrix `D(ij,kl) = w(a_i* a_j* a_l a_k)`. -/
def twoMatrix (w : A →ₗ[ℂ] ℂ) (a : ι → A) (i j k l : ι) : ℂ :=
  w (star (a i) * star (a j) * a l * a k)
```

In `generalizedFock` the first index belongs to the creator outside the commutator and the second to the annihilator inside it. Some programs use the transpose.

```lean
/-- The generalized Fock matrix `F(p,q) = w(a_p* [a_q, H])`. -/
def generalizedFock (w : A →ₗ[ℂ] ℂ) (a : ι → A) (H : A) : Matrix ι ι ℂ :=
  Matrix.of fun p q => w (star (a p) * (a q * H - H * a q))
```

The Hamiltonian is assembled from its one-body and two-body parts. The order `a l * a k` in the latter means that `V i j k l` is the integral \(\langle ij|kl\rangle\) in physicists' notation, with particle 1 going from \(k\) to \(i\) and particle 2 from \(l\) to \(j\).

```lean
/-- The one-body operator `∑ h(i,k) a_i* a_k`. -/
def oneBody [Fintype ι] (a : ι → A) (h : ι → ι → ℂ) : A :=
  ∑ i, ∑ k, h i k • (star (a i) * a k)

/-- The two-body operator `∑ V(ij,kl) a_i* a_j* a_l a_k`, summed over ordered pairs. -/
def twoBody [Fintype ι] (a : ι → A) (V : ι → ι → ι → ι → ℂ) : A :=
  ∑ i, ∑ j, ∑ k, ∑ l, V i j k l • (star (a i) * star (a j) * a l * a k)

/-- The Hamiltonian: the one-body operator plus half the two-body operator. -/
def hamiltonian [Fintype ι] (a : ι → A) (h : ι → ι → ℂ) (V : ι → ι → ι → ι → ℂ) : A :=
  oneBody a h + (1 / 2 : ℂ) • twoBody a V
```

The coefficients are arbitrary complex numbers, so `hamiltonian` need not be self-adjoint. The sums run over a finite orbital set, as in any basis-set calculation.

## From anticommutators to the commutator with H

The first lemma is \([a_q, a_i^* a_k] = \delta_{qi} a_k\). Its `calc` step writes the commutator as a combination of anticommutators, an identity that `noncomm_ring` verifies in any ring. The relations in `hc` then evaluate each anticommutator.

```lean
section Contraction

variable [DecidableEq ι] {a : ι → A}

omit [Algebra ℂ A] in
/-- For CAR operators, `[a_q, a_i* a_k]` is `a_k` if `q = i` and zero otherwise. -/
theorem commutator_one (hc : IsCAR a) (q i k : ι) :
    a q * (star (a i) * a k) - star (a i) * a k * a q = if q = i then a k else 0 := by
  calc
    _ = (a q * star (a i) + star (a i) * a q) * a k
        - star (a i) * (a q * a k + a k * a q) := by noncomm_ring
    _ = _ := by
      rw [hc.mixed, hc.anti]
      split_ifs <;> simp
```

The two-body lemma works in the same way, with four anticommutators for the four operators that \(a_q\) passes. The two with creators leave the Kronecker deltas, and the two with annihilators vanish.

```lean
omit [Algebra ℂ A] in
/-- For CAR operators, `[a_q, a_i* a_j* a_l a_k]` is the difference of two terms: the first is
`a_j* a_l a_k` if `q = i` and zero otherwise, the second is `a_i* a_l a_k` if `q = j` and zero
otherwise. -/
theorem commutator_two (hc : IsCAR a) (q i j k l : ι) :
    a q * (star (a i) * star (a j) * a l * a k) - star (a i) * star (a j) * a l * a k * a q
      = (if q = i then star (a j) * a l * a k else 0)
        - (if q = j then star (a i) * a l * a k else 0) := by
  -- carry `a q` through the string, one anticommutator at a time
  calc
    _ = (a q * star (a i) + star (a i) * a q) * (star (a j) * a l * a k)
        - star (a i) * (a q * star (a j) + star (a j) * a q) * (a l * a k)
        + star (a i) * star (a j) * (a q * a l + a l * a q) * a k
        - star (a i) * star (a j) * a l * (a q * a k + a k * a q) := by noncomm_ring
    _ = _ := by
      rw [hc.mixed, hc.mixed, hc.anti, hc.anti]
      split_ifs <;> simp [mul_assoc]
```

The next theorem sums these results. Inside its proof, `e1` is the one-body part and `e2` is the commutator with \(W\), in which `Finset.sum_eq_single q` lets each delta select its term. The exchange argument is `e3`: `Finset.sum_comm` swaps the summations over \(k\) and \(l\), `hV` applies the symmetry of the interaction, and `hc.anti k l` supplies the sign. The auxiliary statement `split` separates the commutator into its one- and two-body parts, and `module` finally adds the two halves.

```lean
variable [Fintype ι] {h : ι → ι → ℂ} {V : ι → ι → ι → ι → ℂ}

/-- For CAR operators and an interaction with `V(ij,kl) = V(ji,lk)`,
`[a_q, H] = ∑ h(q,k) a_k + ∑ V(qj,kl) a_j* a_l a_k`. -/
theorem commutator_hamiltonian (hc : IsCAR a) (hV : ∀ i j k l, V i j k l = V j i l k) (q : ι) :
    a q * hamiltonian a h V - hamiltonian a h V * a q
      = ∑ k, h q k • a k + ∑ j, ∑ k, ∑ l, V q j k l • (star (a j) * a l * a k) := by
  have e1 : a q * oneBody a h - oneBody a h * a q = ∑ k, h q k • a k := by
    simp only [oneBody, Finset.mul_sum, Finset.sum_mul, mul_smul_comm, smul_mul_assoc,
      ← Finset.sum_sub_distrib, ← smul_sub, commutator_one hc]
    rw [Finset.sum_comm]
    simp [smul_ite]
  have e2 : a q * twoBody a V - twoBody a V * a q
      = ∑ j, ∑ k, ∑ l, V q j k l • (star (a j) * a l * a k)
        - ∑ i, ∑ k, ∑ l, V i q k l • (star (a i) * a l * a k) := by
    simp only [twoBody, Finset.mul_sum, Finset.sum_mul, mul_smul_comm, smul_mul_assoc,
      ← Finset.sum_sub_distrib, ← smul_sub, commutator_two hc]
    simp only [smul_sub, smul_ite, smul_zero, Finset.sum_sub_distrib]
    congr 1
    · rw [Finset.sum_eq_single q]
      · simp
      · intro i _ hi
        simp [Ne.symm hi]
      · simp
    · refine Finset.sum_congr rfl fun i _ => ?_
      rw [Finset.sum_eq_single q]
      · simp
      · intro j _ hj
        simp [Ne.symm hj]
      · simp
  -- exchange symmetry of `V` makes the two interaction terms equal
  have e3 : ∑ i, ∑ k, ∑ l, V i q k l • (star (a i) * a l * a k)
      = -∑ j, ∑ k, ∑ l, V q j k l • (star (a j) * a l * a k) := by
    rw [← Finset.sum_neg_distrib]
    refine Finset.sum_congr rfl fun j _ => ?_
    rw [Finset.sum_comm, ← Finset.sum_neg_distrib]
    refine Finset.sum_congr rfl fun k _ => ?_
    rw [← Finset.sum_neg_distrib]
    refine Finset.sum_congr rfl fun l _ => ?_
    rw [hV j q l k, mul_assoc, eq_neg_of_add_eq_zero_left (hc.anti k l), mul_neg, smul_neg,
      mul_assoc]
  have split : ∀ x S T : A, x * (S + (1 / 2 : ℂ) • T) - (S + (1 / 2 : ℂ) • T) * x
      = (x * S - S * x) + (1 / 2 : ℂ) • (x * T - T * x) := by
    intro x S T
    rw [mul_add, add_mul, mul_smul_comm, smul_mul_assoc, smul_sub]
    abel
  rw [hamiltonian, split, e1, e2, e3]
  module
```

## The Fock matrix and the energy

With the commutator known, `generalizedFock_eq` needs only linearity. The `simp` call multiplies by \(a_p^*\), takes `w` through the sums, and recognises the entries of `oneMatrix` and `twoMatrix`. The theorem holds for every pair `p q` and uses neither positivity nor normalisation of `w`. It therefore does not address N-representability, the question of which matrices \(g\) and \(D\) come from an actual state; here both are computed from a given `w`.

```lean
/-- For CAR operators, `V(ij,kl) = V(ji,lk)` and any linear functional `w`, the generalized
Fock matrix is `F(p,q) = ∑ h(q,k) g(p,k) + ∑ V(qj,kl) D(pj,kl)`. -/
theorem generalizedFock_eq (w : A →ₗ[ℂ] ℂ) (hc : IsCAR a)
    (hV : ∀ i j k l, V i j k l = V j i l k) (p q : ι) :
    generalizedFock w a (hamiltonian a h V) p q
      = ∑ k, h q k * oneMatrix w a p k
        + ∑ j, ∑ k, ∑ l, V q j k l * twoMatrix w a p j k l := by
  simp only [generalizedFock, Matrix.of_apply, commutator_hamiltonian hc hV, mul_add,
    Finset.mul_sum, mul_smul_comm, map_add, map_sum, map_smul, smul_eq_mul, oneMatrix,
    twoMatrix, mul_assoc]
```

The value \(w(H)\) is the energy when `w` is a normalised expectation value or ensemble average; for a transition element it is the matrix element of \(H\) between the two states. In the energy theorem, `hE` is the expansion \(w(H) = E_1 + \tfrac12 E_2\). The preceding formula turns the trace into \(E_1 + E_2\), and `ring` compares the two sides.

```lean
/-- For CAR operators, `V(ij,kl) = V(ji,lk)` and any linear functional `w`, the energy is
`w(H) = (tr F + ∑ h(i,k) g(i,k)) / 2`. -/
theorem energy_eq_trace_generalizedFock (w : A →ₗ[ℂ] ℂ) (hc : IsCAR a)
    (hV : ∀ i j k l, V i j k l = V j i l k) :
    w (hamiltonian a h V)
      = ((generalizedFock w a (hamiltonian a h V)).trace
          + ∑ i, ∑ k, h i k * oneMatrix w a i k) / 2 := by
  have hE : w (hamiltonian a h V) = ∑ i, ∑ k, h i k * oneMatrix w a i k
      + 1 / 2 * ∑ i, ∑ j, ∑ k, ∑ l, V i j k l * twoMatrix w a i j k l := by
    simp only [hamiltonian, oneBody, twoBody, map_add, map_smul, map_sum, smul_eq_mul,
      oneMatrix, twoMatrix]
  -- the trace counts the interaction energy twice
  simp only [Matrix.trace, Matrix.diag_apply, generalizedFock_eq w hc hV,
    Finset.sum_add_distrib]
  rw [hE]
  ring

end Contraction
```

## Hermiticity and orbital stationarity

The last two general theorems concern any self-adjoint `H`, whatever its form, and do not use the anticommutation relations. They do require `hw`, the condition \(w(x^*) = \overline{w(x)}\). Expectation values in a state satisfy it, because \(\langle\Psi|x^*|\Psi\rangle = \overline{\langle\Psi|x|\Psi\rangle}\); transition elements in general do not.

By hand, the product rule for commutators gives

\[
[a_p^* a_q, H] = a_p^*[a_q,H] + [a_p^*,H]\,a_q .
\]

Since \(H^* = H\), the adjoint of \(a_q^*[a_p,H]\) is \(-[a_p^*,H]\,a_q\). Applying \(w\) yields

\[
w([a_p^* a_q, H]) = F(p,q) - \overline{F(q,p)} .
\]

The Lean proof uses `hw` to bring the conjugate inside `w`, after which the remaining operator identity is settled by expanding the stars and calling `noncomm_ring`.

```lean
/-- For self-adjoint `H` and a linear functional with `w(x*) = conj w(x)`, the
anti-Hermitian defect of `F` is `F(p,q) - conj F(q,p) = w([a_p* a_q, H])`. -/
theorem excitation_commutator (w : A →ₗ[ℂ] ℂ) (hw : ∀ x, w (star x) = star (w x))
    (a : ι → A) {H : A} (hH : star H = H) (p q : ι) :
    w (star (a p) * a q * H - H * (star (a p) * a q))
      = generalizedFock w a H p q - star (generalizedFock w a H q p) := by
  simp only [generalizedFock, Matrix.of_apply]
  rw [← hw, ← map_sub]
  congr 1
  simp only [star_mul, star_sub, star_star, hH]
  noncomm_ring
```

The matrix \(F\) is Hermitian when \(F(p,q) = \overline{F(q,p)}\) for all \(p\) and \(q\), so the equivalence follows entry by entry.

```lean
/-- For self-adjoint `H` and a linear functional with `w(x*) = conj w(x)`, the generalized
Fock matrix is Hermitian exactly when `w([a_p* a_q, H]) = 0` for all `p` and `q`. -/
theorem generalizedFock_isHermitian_iff (w : A →ₗ[ℂ] ℂ) (hw : ∀ x, w (star x) = star (w x))
    (a : ι → A) {H : A} (hH : star H = H) :
    (generalizedFock w a H).IsHermitian
      ↔ ∀ p q, w (star (a p) * a q * H - H * (star (a p) * a q)) = 0 := by
  rw [Matrix.IsHermitian.ext_iff]
  refine forall₂_congr fun p q => ?_
  rw [excitation_commutator w hw a hH, sub_eq_zero, eq_comm]
```

When the spin orbitals may be mixed freely, the commutator condition is the first-order condition for optimal orbitals. If \(\kappa\) is an anti-Hermitian combination of the operators \(a_p^* a_q\), the energy \(w(e^{-t\kappa} H e^{t\kappa})\) has derivative \(w([H,\kappa])\) at \(t = 0\). This derivative vanishes for every such \(\kappa\) exactly when all the commutator values in the theorem do. A stationary point found in this way may still be a saddle or a maximum. If both spins share the same spatial orbitals, as in most multiconfigurational programs, only rotations common to both spins are allowed. Stationarity then requires only that the blocks of \(F\) for the two spins have a Hermitian sum; each block alone need not be Hermitian.

For an orbital that is not optimal, put one particle in orbital 0 and let \(h(0,1) = h(1,0) = b\) with \(b\) real and nonzero. Then \(F(0,1) = b\) but \(F(1,0) = 0\), and the mismatch signals that mixing the two orbitals changes the energy to first order.

## Two modes as explicit matrices

A concrete model shows that the relations in `IsCAR` are satisfiable. On the occupation states 00, 01, 10, 11, the first matrix empties mode 0. The second empties mode 1, with a minus sign when mode 0 is occupied.

```lean
/-- The Jordan–Wigner annihilators of two modes, as matrices on the four occupation states
`00, 01, 10, 11`. -/
def jordanWigner : Fin 2 → Matrix (Fin 4) (Fin 4) ℂ :=
  ![!![0, 0, 1, 0; 0, 0, 0, 1; 0, 0, 0, 0; 0, 0, 0, 0],
    !![0, 1, 0, 0; 0, 0, 0, 0; 0, 0, 0, -1; 0, 0, 0, 0]]
```

The proof checks every matrix entry for every pair of modes. The star of a matrix is its conjugate transpose, so the creators are the usual adjoints. The example with two occupied orbitals can be realised with these matrices by taking \(w(x)\) to be the last diagonal entry of \(x\), the expectation value in the state 11.

```lean
/-- The two-mode Jordan–Wigner matrices satisfy the canonical anticommutation relations. -/
theorem isCAR_witness : IsCAR jordanWigner := by
  constructor
  · intro i j
    ext r s
    fin_cases i <;> fin_cases j <;> fin_cases r <;> fin_cases s <;>
      simp [jordanWigner]
  · intro i j
    ext r s
    -- expand into entries before inserting the explicit matrices
    simp only [Matrix.add_apply, Matrix.mul_apply, Matrix.star_apply, Fin.sum_univ_four]
    fin_cases i <;> fin_cases j <;> fin_cases r <;> fin_cases s <;>
      simp [jordanWigner]

end

end GeneralizedFockMatrix
```

```lean
#print axioms GeneralizedFockMatrix.energy_eq_trace_generalizedFock
#print axioms GeneralizedFockMatrix.generalizedFock_isHermitian_iff
```

```
'GeneralizedFockMatrix.energy_eq_trace_generalizedFock' depends on axioms: [propext, Classical.choice, Quot.sound]
'GeneralizedFockMatrix.generalizedFock_isHermitian_iff' depends on axioms: [propext, Classical.choice, Quot.sound]
```
